# The Landau–Zener exponent from the adiabatic gap at a two-state crossing with constant coupling

## Question

Take two diabatic states with energies $m(t)\pm d(t)$ and a constant real coupling $V>0$:
$$H(t)=\begin{pmatrix} m+d & V\\ V & m-d\end{pmatrix},\qquad Z(t)=2\sqrt{d(t)^2+V^2},$$
where $Z$ is the adiabatic gap. The Landau–Zener probability of staying diabatic through a crossing $d(t_0)=0$ is $P=e^{-\Gamma/\hbar}$ with $\Gamma=\pi V^2/|d'(t_0)|$, since the diabatic splitting $2d$ has slope $2d'$. My electronic-structure code gives only $Z$, and I have seen $\Gamma=\frac{\pi}{2}\sqrt{Z^3/Z''}$ at $t_0$ used instead. Is that equality exact for nonlinear $d$, and how smooth must $d$ be? I would like a rigorous, machine-checked proof.

## Answer

Keep your conventions, write $R(t)=\sqrt{d^2+V^2}=Z/2$, and let primes be time derivatives. The equality is exact if $V$ is constant and positive, $d$ is $C^1$ near $t_0$ (which includes $C^2$), $d(t_0)=0$ and $d'(t_0)\neq0$. Constant $V$ means that the diabatic coupling does not vary along the prescribed trajectory. $V\neq0$ keeps the gap open, and its sign is fixed by the relative phase of the basis states.

### From the secular determinant to the exponent

An energy $E$ is an eigenvalue when
$$(m+d-E)(m-d-E)-V^2=(E-m)^2-R^2=(E-m+R)(E-m-R)=0,$$
so $E=m\mp Z/2$. Since $R>0$, the chain rule gives
$$Z'=2\cdot\frac{2dd'}{2R}=\frac{2dd'}{R},$$
which vanishes exactly when $d=0$ or $d'=0$. At the crossing $R=V$, so $Z(t_0)=2V$ and $Z'(t_0)=0$. Near $t_0$ write $Z'=d\,g$ with $g=2d'/R$, which is continuous at $t_0$. Then
$$Z''(t_0)=\lim_{t\to t_0}\frac{d(t)-d(t_0)}{t-t_0}\,g(t)=d'(t_0)\,\frac{2d'(t_0)}{V}=\frac{2d'(t_0)^2}{V},$$
and $d''$ is never needed. With everything evaluated at $t_0$,
$$\frac{Z^3}{Z''}=\frac{8V^3\cdot V}{2d'^2}=\Big(\frac{2V^2}{|d'|}\Big)^2,\qquad \frac{\pi}{2}\sqrt{\frac{Z^3}{Z''}}=\frac{\pi V^2}{|d'|}.$$
Likewise $V=Z/2$, and $ZZ''=4d'^2$ gives $2|d'|=\sqrt{ZZ''}$. At a turning point, $d'(t_0)=0$ with $d''(t_0)=c$, the vanishing factor is $d'$: from $Z'=d'\cdot 2d/R$ the same limit gives $Z''(t_0)=2d(t_0)c/R(t_0)$.

### The Lean file

```lean
import Mathlib

open Matrix Filter Topology

namespace LandauZenerAdiabaticData

noncomputable section

/-- Two-state Hamiltonian in the diabatic basis: diabatic energies `m ± d` and coupling `V`. -/
def hamiltonian (m d V : ℝ) : Matrix (Fin 2) (Fin 2) ℝ := !![m + d, V; V, m - d]

/-- The adiabatic gap `Z(t) = 2 sqrt(d(t)² + V²)` for a half-splitting `d(t)` and coupling `V`. -/
def gap (d : ℝ → ℝ) (V : ℝ) (t : ℝ) : ℝ := 2 * Real.sqrt (d t ^ 2 + V ^ 2)

/-- The quantity `(π/2) sqrt(Z(t₀)³ / Z''(t₀))`, built from the function `Z` alone. -/
def adiabaticExponent (Z : ℝ → ℝ) (t₀ : ℝ) : ℝ :=
  Real.pi / 2 * Real.sqrt (Z t₀ ^ 3 / deriv (deriv Z) t₀)

/-- The eigenvalues of the Hamiltonian at time `t` are exactly `m(t) - Z(t)/2` and
`m(t) + Z(t)/2`. -/
theorem eigenvalue_iff (m d : ℝ → ℝ) (V t E : ℝ) :
    (∃ v ≠ 0, hamiltonian (m t) (d t) V *ᵥ v = E • v) ↔
      E = m t - gap d V t / 2 ∨ E = m t + gap d V t / 2 := by
  have key : (∃ v ≠ 0, hamiltonian (m t) (d t) V *ᵥ v = E • v) ↔
      (hamiltonian (m t) (d t) V - E • (1 : Matrix (Fin 2) (Fin 2) ℝ)).det = 0 := by
    rw [← Matrix.exists_mulVec_eq_zero_iff]
    simp only [Matrix.sub_mulVec, Matrix.smul_mulVec, Matrix.one_mulVec, sub_eq_zero]
  have hdet : (hamiltonian (m t) (d t) V - E • (1 : Matrix (Fin 2) (Fin 2) ℝ)).det
      = (m t + d t - E) * (m t - d t - E) - V * V := by
    rw [Matrix.det_fin_two]
    simp [hamiltonian]
  have hR : (gap d V t / 2) ^ 2 = d t ^ 2 + V ^ 2 := by
    have h := Real.sq_sqrt (show 0 ≤ d t ^ 2 + V ^ 2 by positivity)
    unfold gap
    linear_combination h
  -- the secular determinant factorises
  have hfac : (m t + d t - E) * (m t - d t - E) - V * V
      = (E - (m t - gap d V t / 2)) * (E - (m t + gap d V t / 2)) := by
    linear_combination hR
  rw [key, hdet, hfac, mul_eq_zero, sub_eq_zero, sub_eq_zero]

/-- For `V > 0`, where `d` has derivative `d'`, the gap has derivative `2 d d' / sqrt(d² + V²)`. -/
theorem gap_hasDerivAt {d : ℝ → ℝ} {V d' t : ℝ} (hV : 0 < V) (hd : HasDerivAt d d' t) :
    HasDerivAt (gap d V) (2 * d t * d' / Real.sqrt (d t ^ 2 + V ^ 2)) t := by
  have hpos : 0 < d t ^ 2 + V ^ 2 := by positivity
  have h1 : HasDerivAt (fun s => d s ^ 2 + V ^ 2) (2 * d t * d') t :=
    ((hd.fun_pow 2).add_const (V ^ 2)).congr_deriv (by norm_num)
  have h2 : HasDerivAt (fun s => 2 * Real.sqrt (d s ^ 2 + V ^ 2))
      (2 * d t * d' / Real.sqrt (d t ^ 2 + V ^ 2)) t :=
    ((h1.sqrt hpos.ne').const_mul 2).congr_deriv (by ring)
  exact h2

/-- For `V > 0` and `d` with derivative `d'` at `t`, the gap is stationary at `t` exactly when the
diabatic levels cross there (`d = 0`) or the splitting is stationary there (`d' = 0`). -/
theorem gap_stationary_iff {d : ℝ → ℝ} {V d' t : ℝ} (hV : 0 < V) (hd : HasDerivAt d d' t) :
    deriv (gap d V) t = 0 ↔ d t = 0 ∨ d' = 0 := by
  have hs : ¬ (Real.sqrt (d t ^ 2 + V ^ 2) = 0) :=
    (Real.sqrt_pos.mpr (by positivity)).ne'
  have h2 : ¬ ((2 : ℝ) = 0) := by norm_num
  rw [(gap_hasDerivAt hV hd).deriv, div_eq_zero_iff, or_iff_left hs, mul_assoc, mul_eq_zero,
    or_iff_right h2, mul_eq_zero]

/-- If `f` vanishes at `x` with derivative `f'` and `g` is continuous at `x`, then `f g` has
derivative `f' g(x)` at `x`. -/
theorem hasDerivAt_mul_of_zero {f g : ℝ → ℝ} {f' x : ℝ} (hf : HasDerivAt f f' x)
    (h0 : f x = 0) (hg : ContinuousAt g x) :
    HasDerivAt (fun t => f t * g t) (f' * g x) x := by
  rw [hasDerivAt_iff_tendsto_slope] at hf ⊢
  have h := hf.mul (hg.tendsto.mono_left nhdsWithin_le_nhds)
  refine h.congr (fun t => ?_)
  simp only [slope_def_field, h0]
  ring

/-- For `V > 0`, at a diabatic crossing `d(t₀) = 0` of a `C¹` half-splitting, `Z(t₀) = 2V`, `Z'(t₀)
= 0`, and `Z'` has derivative `2 d'(t₀)² / V` at `t₀`. -/
theorem gap_at_crossing {d : ℝ → ℝ} {V t₀ : ℝ} (hV : 0 < V) (hd : ContDiffAt ℝ 1 d t₀)
    (h0 : d t₀ = 0) :
    gap d V t₀ = 2 * V ∧ HasDerivAt (gap d V) 0 t₀ ∧
      HasDerivAt (deriv (gap d V)) (2 * deriv d t₀ ^ 2 / V) t₀ := by
  obtain ⟨f', u, hu, hc, hf⟩ := contDiffAt_one_iff.mp hd
  have hev : ∀ᶠ t in 𝓝 t₀, HasDerivAt d (f' t 1) t := by
    filter_upwards [hu] with t ht using (hf t ht).hasDerivAt
  have hc' : ContinuousAt (fun t => f' t 1) t₀ :=
    (hc.clm_apply continuousOn_const).continuousAt hu
  have hd0 : HasDerivAt d (f' t₀ 1) t₀ := hev.self_of_nhds
  have hdc : ContinuousAt d t₀ := hd0.continuousAt
  have hR : Real.sqrt (d t₀ ^ 2 + V ^ 2) = V := by
    rw [h0, zero_pow two_ne_zero, zero_add, Real.sqrt_sq hV.le]
  refine ⟨by rw [gap, hR], (gap_hasDerivAt hV hd0).congr_deriv (by rw [h0]; simp), ?_⟩
  -- near `t₀` the slope of the gap is `d` times a continuous factor
  have hZ : deriv (gap d V) =ᶠ[𝓝 t₀]
      fun t => d t * (2 * f' t 1 / Real.sqrt (d t ^ 2 + V ^ 2)) := by
    filter_upwards [hev] with t ht
    rw [(gap_hasDerivAt hV ht).deriv]
    ring
  have hs : ContinuousAt (fun t => Real.sqrt (d t ^ 2 + V ^ 2)) t₀ := by
    fun_prop
  have hn : ContinuousAt (fun t => 2 * f' t 1) t₀ := continuousAt_const.mul hc'
  have hg : ContinuousAt (fun t => 2 * f' t 1 / Real.sqrt (d t ^ 2 + V ^ 2)) t₀ :=
    hn.div hs (Real.sqrt_pos.mpr (by positivity)).ne'
  have h := (hasDerivAt_mul_of_zero hd0 h0 hg).congr_of_eventuallyEq hZ
  rw [hd0.deriv]
  refine h.congr_deriv ?_
  simp only [hR]
  ring

/-- At a crossing `d(t₀) = 0` of a `C¹` half-splitting with `d'(t₀) ≠ 0` and `V > 0`, the gap has
`Z'(t₀) = 0` and `Z''(t₀) = 2 d'(t₀)² / V > 0`, and `(π/2) sqrt(Z(t₀)³ / Z''(t₀)) = π V² /
|d'(t₀)|`. -/
theorem adiabaticExponent_gap {d : ℝ → ℝ} {V t₀ : ℝ} (hV : 0 < V) (hd : ContDiffAt ℝ 1 d t₀)
    (h0 : d t₀ = 0) (h1 : deriv d t₀ ≠ 0) :
    HasDerivAt (gap d V) 0 t₀ ∧
      HasDerivAt (deriv (gap d V)) (2 * deriv d t₀ ^ 2 / V) t₀ ∧
      0 < deriv (deriv (gap d V)) t₀ ∧
      adiabaticExponent (gap d V) t₀ = Real.pi * V ^ 2 / |deriv d t₀| := by
  obtain ⟨hZ, hZ1, hZ2⟩ := gap_at_crossing hV hd h0
  refine ⟨hZ1, hZ2, by rw [hZ2.deriv]; positivity, ?_⟩
  have hV' : V ≠ 0 := hV.ne'
  -- the radicand is a perfect square
  have hsq : (2 * V) ^ 3 / (2 * deriv d t₀ ^ 2 / V) = (2 * V ^ 2 / |deriv d t₀|) ^ 2 := by
    rw [div_pow, sq_abs]
    field_simp
  rw [adiabaticExponent, hZ, hZ2.deriv, hsq, Real.sqrt_sq (by positivity)]
  ring

/-- At a crossing `d(t₀) = 0` of a `C¹` half-splitting, a coupling `V > 0` satisfies `V = Z(t₀)/2`,
and the magnitude of the slope of the diabatic splitting is `2 |d'(t₀)| = sqrt(Z(t₀) Z''(t₀))`. -/
theorem diabatic_parameters_from_gap {d : ℝ → ℝ} {V t₀ : ℝ} (hV : 0 < V)
    (hd : ContDiffAt ℝ 1 d t₀) (h0 : d t₀ = 0) :
    V = gap d V t₀ / 2 ∧
      2 * |deriv d t₀| = Real.sqrt (gap d V t₀ * deriv (deriv (gap d V)) t₀) := by
  obtain ⟨hZ, -, hZ2⟩ := gap_at_crossing hV hd h0
  refine ⟨by linarith, ?_⟩
  have hV' : V ≠ 0 := hV.ne'
  have hsq : 2 * V * (2 * deriv d t₀ ^ 2 / V) = (2 * |deriv d t₀|) ^ 2 := by
    rw [mul_pow, sq_abs]
    field_simp
  rw [hZ, hZ2.deriv, hsq, Real.sqrt_sq (by positivity)]

/-- For `V > 0` and `d` differentiable near `t₀`, at a turning point `d'(t₀) = 0` with `d''(t₀) =
c`, the gap has `Z'(t₀) = 0` and `Z''(t₀) = 2 d(t₀) c / sqrt(d(t₀)² + V²)`. -/
theorem gap_at_turning_point {d : ℝ → ℝ} {V t₀ c : ℝ} (hV : 0 < V)
    (hd : ∀ᶠ t in 𝓝 t₀, DifferentiableAt ℝ d t) (h1 : deriv d t₀ = 0)
    (h2 : HasDerivAt (deriv d) c t₀) :
    HasDerivAt (gap d V) 0 t₀ ∧
      HasDerivAt (deriv (gap d V)) (2 * d t₀ * c / Real.sqrt (d t₀ ^ 2 + V ^ 2)) t₀ := by
  have hd0 : DifferentiableAt ℝ d t₀ := hd.self_of_nhds
  have hdc : ContinuousAt d t₀ := hd0.continuousAt
  refine ⟨(gap_hasDerivAt hV hd0.hasDerivAt).congr_deriv (by rw [h1]; simp), ?_⟩
  -- now `d'` is the vanishing factor
  have hZ : deriv (gap d V) =ᶠ[𝓝 t₀]
      fun t => deriv d t * (2 * d t / Real.sqrt (d t ^ 2 + V ^ 2)) := by
    filter_upwards [hd] with t ht
    rw [(gap_hasDerivAt hV ht.hasDerivAt).deriv]
    ring
  have hs : ContinuousAt (fun t => Real.sqrt (d t ^ 2 + V ^ 2)) t₀ := by
    fun_prop
  have hn : ContinuousAt (fun t => 2 * d t) t₀ := continuousAt_const.mul hdc
  have hg : ContinuousAt (fun t => 2 * d t / Real.sqrt (d t ^ 2 + V ^ 2)) t₀ :=
    hn.div hs (Real.sqrt_pos.mpr (by positivity)).ne'
  have h := (hasDerivAt_mul_of_zero h2 h1 hg).congr_of_eventuallyEq hZ
  refine h.congr_deriv ?_
  beta_reduce
  ring

end

end LandauZenerAdiabaticData
```

```lean
#print axioms LandauZenerAdiabaticData.gap_stationary_iff
#print axioms LandauZenerAdiabaticData.adiabaticExponent_gap
#print axioms LandauZenerAdiabaticData.diabatic_parameters_from_gap
#print axioms LandauZenerAdiabaticData.gap_at_turning_point
```

```
'LandauZenerAdiabaticData.gap_stationary_iff' depends on axioms: [propext, Classical.choice, Quot.sound]
'LandauZenerAdiabaticData.adiabaticExponent_gap' depends on axioms: [propext, Classical.choice, Quot.sound]
'LandauZenerAdiabaticData.diabatic_parameters_from_gap' depends on axioms: [propext, Classical.choice, Quot.sound]
'LandauZenerAdiabaticData.gap_at_turning_point' depends on axioms: [propext, Classical.choice, Quot.sound]
```

### What the theorems say

`hamiltonian m d V` is the real $2\times2$ matrix, with states $0$ and $1$ at $m+d$ and $m-d$. `gap d V` is the function $Z$, and `adiabaticExponent Z t₀` is $\frac{\pi}{2}\sqrt{Z^3/Z''}$ for an arbitrary function `Z`, so it has access to nothing but the gap. It has the dimension of an action, and $\hbar$ does not appear. `eigenvalue_iff` justifies the name gap: for any real $V$, a nonzero real `v` with $Hv=Ev$ exists exactly when $E=m\mp Z/2$.

In `adiabaticExponent_gap`, `hV` is $V>0$, `hd : ContDiffAt ℝ 1 d t₀` is the $C^1$ condition, `h0` is the crossing and `h1` is a nonzero sweep rate. The conclusions are $Z'(t_0)=0$, $Z''(t_0)=2d'(t_0)^2/V$, $Z''(t_0)>0$ and the equality you asked about. Here $Z''(t_0)$ means the derivative of `deriv (gap d V)` at the single point $t_0$. Lean returns $0$ both for `deriv` of a non-differentiable function and for division by zero; the `HasDerivAt` form of the second conclusion and `h1` keep both cases out. `gap_at_crossing` and `diabatic_parameters_from_gap` do without `h1`. `gap_at_turning_point` assumes that $d$ is differentiable near $t_0$ and that $d'$ has derivative `c` at $t_0$.

This is an identity between two expressions for the exponent. The Schrödinger equation never enters, so $P=e^{-\Gamma/\hbar}$, whose usual derivation takes $d$ linear for all times, is your premise and not something the file establishes. For surface-hopping dynamics that estimates hopping probabilities from adiabatic energies, the identity shows that gap and curvature carry the same exponent as coupling and slope, within a two-state, constant-coupling model on a given trajectory. The crossing is assumed: by `gap_stationary_iff` a stationary gap may equally be a turning point, where the curvature is $2dc/R$ and the main theorem does not apply.

### How the proof follows the derivation

In `eigenvalue_iff`, `key` turns the eigenvalue equation into a vanishing determinant through `Matrix.exists_mulVec_eq_zero_iff`, `hdet` expands it, `hR` is $(Z/2)^2=d^2+V^2$, and `hfac` is the factorisation. `gap_hasDerivAt` is the chain rule: `h1` differentiates $d^2+V^2$ and `h2` takes the root, which needs `hpos`. `gap_stationary_iff` splits the vanishing quotient into its factors.

`hasDerivAt_mul_of_zero` is the limit above in general form. It restates both derivatives as limits of difference quotients, multiplies the limit for $f$ by $g(t)\to g(x)$, and uses $f(x)=0$ to identify the product with the quotient for $fg$.

`gap_at_crossing` unpacks `hd` into a derivative `f' t 1` that exists near $t_0$ (`hev`) and is continuous at $t_0$ (`hc'`). Then `hR` is $R(t_0)=V$, `hZ` is $Z'=d\,g$ near $t_0$, `hg` is the continuity of $g$, and `congr_of_eventuallyEq` carries the derivative of the product over to $Z'$. In the main theorem `hsq` writes the radicand as a perfect square and `Real.sqrt_sq` removes the root, using $2V^2/|d'|\ge0$; `diabatic_parameters_from_gap` does the same with $(2|d'|)^2$. `gap_at_turning_point` repeats the crossing argument with `deriv d` as the vanishing factor.
